# Reciprocity of the scattering matrix for a finite time-reversal-invariant system

Let \(H\) be the Hermitian Hamiltonian of finitely many internal states, and let the matrix \(W\) couple them to finitely many open channels. Time reversal acts as \(UK\) on the internal states and as \(VK\) on the channels, where \(K\) is complex conjugation and \(U\), \(V\) are unitary. If \(H\) and \(W\) are invariant under this operation, and \(E-H+iWW^\dagger\) has an inverse \(G\), then the scattering matrix \(S=1-2i\,W^\dagger GW\) satisfies

\[
V S^T = S V .
\]

For real \(H\) and \(W\) one may take \(U=V=1\), and \(S\) is symmetric. For non-interacting electrons in a finite tight-binding model with energy-independent coupling, the relation is a consistency check on a computed \(S\).

## The open system and its scattering matrix

The index types `n` and `m` label internal states and channels, and `k` will label a selection of channels. All three are finite.

```lean
import Mathlib

open Matrix

namespace TimeReversalScattering

noncomputable section

variable {n m k : Type*} [Fintype n] [DecidableEq n] [Fintype m] [DecidableEq m]
  [Fintype k] [DecidableEq k]
```

The inverse propagator is

\[
D = E - H + iWW^\dagger ,
\]

so the internal states evolve under the effective Hamiltonian \(H-iWW^\dagger\), whose second term describes decay into the channels. Factors of \(\pi\) and the density of channel states are absorbed in \(W\). In Lean, `Wᴴ` is the adjoint. The energy `E` is any complex number, because the argument uses transposes of \(D\) and never its adjoint.

```lean
/-- The matrix `E - H + i W W†` of an internal system with Hamiltonian `H` coupled by `W`
to open channels. -/
def denominator (H : Matrix n n ℂ) (W : Matrix n m ℂ) (E : ℂ) : Matrix n n ℂ :=
  E • (1 : Matrix n n ℂ) - H + Complex.I • (W * Wᴴ)
```

The scattering matrix takes \(G\) as a separate argument. The theorems about it assume \(DG=1\), so \(G\) is a true inverse. For real \(E\) this assumption fails only if \(H\) has an eigenvector at energy \(E\) that is decoupled from every channel: \(Dv=0\) gives \(v^\dagger(E-H)v+i\,\|W^\dagger v\|^2=0\), whose imaginary part forces \(W^\dagger v=0\), and then \(Hv=Ev\).

```lean
/-- The scattering matrix `S = 1 - 2i W† G W` for coupling `W` and internal propagator `G`. -/
def scatteringMatrix (W : Matrix n m ℂ) (G : Matrix n n ℂ) : Matrix m m ℂ :=
  1 - (2 * Complex.I) • (Wᴴ * G * W)
```

## Invariance under an antiunitary operation

Writing \(A^*\) for the entrywise conjugate, we have \(KA=A^*K\). The requirements that \(UK\) commute with \(H\) and that \(W\) carry the channel operation into the internal one become

\[
UH^*=HU, \qquad UW^*=WV .
\]

These are the fields `hamiltonian` and `coupling` below, with `map star` for the entrywise conjugate. The other fields state that \(U\) and \(V\) are unitary and that \(H\) is Hermitian. Nothing fixes the square of time reversal; on the channels it is \(VV^*\), which equals \(+1\) for symmetric \(V\) and \(-1\) for antisymmetric \(V\).

Time reversal could also have been modelled as an abstract antiunitary operator \(\Theta\) on each Hilbert space. Reciprocity would then read \(\Theta S\Theta^{-1}=S^\dagger\), free of any basis. The matrix version needs a basis from the start, but it gives the symmetry of \(S\) directly in terms of matrix entries.

```lean
/-- A Hermitian `H` and a coupling `W` are invariant under the antiunitary operation that acts
as `U K` on internal states and as `V K` on channels, with `K` complex conjugation. -/
structure IsTimeReversalInvariant (U : Matrix n n ℂ) (V : Matrix m m ℂ)
    (H : Matrix n n ℂ) (W : Matrix n m ℂ) : Prop where
  internal_unitary : Uᴴ * U = 1
  channel_unitary : Vᴴ * V = 1
  hermitian : Hᴴ = H
  hamiltonian : U * H.map star = H * U
  coupling : U * W.map star = W * V
```

The transposes below are evaluated with \((A^\dagger)^T=A^*\), which holds entry by entry.

```lean
/-- The transpose of the adjoint is the entrywise complex conjugate. -/
private theorem transpose_adjoint {a b : Type*} (A : Matrix a b ℂ) :
    (Aᴴ)ᵀ = A.map star := by
  refine Matrix.ext fun i j => ?_
  rfl
```

## Reversing the coupling

The adjoint of \(UW^*=WV\) is \(W^TU^\dagger=V^\dagger W^\dagger\). Multiplying by \(V\) on the left and by \(U\) on the right gives

\[
VW^T = V\,(W^TU^\dagger)\,U = V\,(V^\dagger W^\dagger)\,U = W^\dagger U .
\]

Coupling into the channels and coupling out of them are thereby exchanged. In the proof, `h1` is the adjoint relation and the `calc` block is the displayed chain. The identity \(VV^\dagger=1\) follows from \(V^\dagger V=1\) because \(V\) is a finite square matrix.

```lean
variable {U H G : Matrix n n ℂ} {V : Matrix m m ℂ} {W : Matrix n m ℂ} {E : ℂ}

/-- Time reversal exchanges the coupling into the channels with the coupling out of them:
`V Wᵀ = W† U`. -/
theorem coupling_reversed (h : IsTimeReversalInvariant U V H W) :
    V * Wᵀ = Wᴴ * U := by
  have hc : (W.map star)ᴴ = Wᵀ := by
    refine Matrix.ext fun i j => ?_
    simp [Matrix.conjTranspose_apply]
  have h1 : Wᵀ * Uᴴ = Vᴴ * Wᴴ := by
    have h2 := congrArg Matrix.conjTranspose h.coupling
    rw [Matrix.conjTranspose_mul, Matrix.conjTranspose_mul, hc] at h2
    exact h2
  have hV : V * Vᴴ = 1 := mul_eq_one_comm.mp h.channel_unitary
  calc V * Wᵀ = V * (Wᵀ * Uᴴ) * U := by
        rw [Matrix.mul_assoc, Matrix.mul_assoc, h.internal_unitary, Matrix.mul_one]
    _ = V * (Vᴴ * Wᴴ) * U := by rw [h1]
    _ = Wᴴ * U := by rw [← Matrix.mul_assoc V, hV, Matrix.one_mul]
```

## Reversing the propagator

Since \(H\) is Hermitian, \(H^T=H^*\), and so \(D^T=E-H^*+iW^*W^T\). The two invariance conditions and the reversed coupling give

\[
UD^T = EU-HU+iWVW^T = EU-HU+iWW^\dagger U = DU .
\]

The inverse inherits the relation. From \(GD=1\) and \(D^TG^T=(GD)^T=1\),

\[
UG^T = GD\,UG^T = G\,UD^T\,G^T = GU .
\]

The proof records the coupling term as `hW` and the relation for \(D\) as `hD`; its final `calc` block is the second display.

```lean
/-- The internal propagator of a time-reversal invariant open system satisfies
`U Gᵀ = G U`. -/
theorem propagator_reversed (h : IsTimeReversalInvariant U V H W)
    (hG : denominator H W E * G = 1) : U * Gᵀ = G * U := by
  have hT : Hᵀ = H.map star := by rw [← transpose_adjoint H, h.hermitian]
  have hW : U * (W.map star * Wᵀ) = W * Wᴴ * U := by
    rw [← Matrix.mul_assoc, h.coupling]
    simp only [Matrix.mul_assoc, coupling_reversed h]
  -- the denominator obeys the same relation as the propagator
  have hD : U * (denominator H W E)ᵀ = denominator H W E * U := by
    simp only [denominator, Matrix.transpose_add, Matrix.transpose_sub, Matrix.transpose_smul,
      Matrix.transpose_one, Matrix.transpose_mul, transpose_adjoint, hT, Matrix.mul_add,
      Matrix.mul_sub, Matrix.add_mul, Matrix.sub_mul, Matrix.mul_smul, Matrix.smul_mul,
      Matrix.mul_one, Matrix.one_mul, h.hamiltonian, hW]
  have hG' : G * denominator H W E = 1 := mul_eq_one_comm.mp hG
  have hGt : (denominator H W E)ᵀ * Gᵀ = 1 := by
    rw [← Matrix.transpose_mul, hG', Matrix.transpose_one]
  calc U * Gᵀ = (G * denominator H W E) * (U * Gᵀ) := by rw [hG', Matrix.one_mul]
    _ = G * (denominator H W E * U) * Gᵀ := by simp only [Matrix.mul_assoc]
    _ = G * (U * (denominator H W E)ᵀ) * Gᵀ := by rw [hD]
    _ = G * U * ((denominator H W E)ᵀ * Gᵀ) := by simp only [Matrix.mul_assoc]
    _ = G * U := by rw [hGt, Matrix.mul_one]
```

## Reciprocity

The transpose of the scattering matrix is \(S^T=1-2i\,W^TG^TW^*\). Moving \(V\) to the right through the three factors turns it into \(U\) and back into \(V\):

\[
VW^TG^TW^* = W^\dagger UG^TW^* = W^\dagger GUW^* = W^\dagger GWV .
\]

Therefore \(VS^T=V-2i\,W^\dagger GWV=SV\). The chain is the statement `key`, and the last `simp only` expands \(S\) on both sides and inserts it. Unitarity of \(S\) is neither used nor proved here.

```lean
/-- Reciprocity: the scattering matrix of a time-reversal invariant system satisfies
`V Sᵀ = S V`. -/
theorem reciprocity (h : IsTimeReversalInvariant U V H W)
    (hG : denominator H W E * G = 1) :
    V * (scatteringMatrix W G)ᵀ = scatteringMatrix W G * V := by
  -- move the time-reversal matrix through coupling, propagator and coupling
  have key : V * (Wᵀ * (Gᵀ * W.map star)) = Wᴴ * G * W * V := by
    calc V * (Wᵀ * (Gᵀ * W.map star)) = (V * Wᵀ) * (Gᵀ * W.map star) := by
          simp only [Matrix.mul_assoc]
      _ = Wᴴ * ((U * Gᵀ) * W.map star) := by
          rw [coupling_reversed h]
          simp only [Matrix.mul_assoc]
      _ = Wᴴ * (G * (U * W.map star)) := by
          rw [propagator_reversed h hG, Matrix.mul_assoc G]
      _ = Wᴴ * G * W * V := by
          rw [h.coupling]
          simp only [Matrix.mul_assoc]
  simp only [scatteringMatrix, Matrix.transpose_sub, Matrix.transpose_smul,
    Matrix.transpose_one, Matrix.transpose_mul, transpose_adjoint, Matrix.mul_sub,
    Matrix.sub_mul, Matrix.mul_smul, Matrix.smul_mul, Matrix.mul_one, Matrix.one_mul, key]
```

## Real Hamiltonian and real coupling

For a real symmetric \(H\) and a real \(W\), conjugation changes nothing, so the invariance conditions hold with \(U=V=1\). Reciprocity becomes

\[
S^T=S, \qquad S_{ab}=S_{ba} .
\]

This is the spinless case without a magnetic field, in a real basis. In Lean the matrices have real entries and are mapped into the complex numbers by `Complex.ofReal`; the proof checks the five invariance conditions and then applies `reciprocity`.

```lean
/-- For a real symmetric Hamiltonian and a real coupling the scattering matrix is symmetric. -/
theorem symmetric_of_real {H : Matrix n n ℝ} {W : Matrix n m ℝ} (hH : H.IsSymm)
    (hG : denominator (H.map Complex.ofReal) (W.map Complex.ofReal) E * G = 1) :
    (scatteringMatrix (W.map Complex.ofReal) G)ᵀ =
      scatteringMatrix (W.map Complex.ofReal) G := by
  have h : IsTimeReversalInvariant (1 : Matrix n n ℂ) (1 : Matrix m m ℂ)
      (H.map Complex.ofReal) (W.map Complex.ofReal) := by
    refine ⟨by simp, by simp, ?_, ?_, ?_⟩
    · refine Matrix.ext fun i j => ?_
      simp [Matrix.conjTranspose_apply, hH.apply i j]
    · rw [Matrix.one_mul, Matrix.mul_one]
      refine Matrix.ext fun i j => ?_
      simp
    · rw [Matrix.one_mul, Matrix.mul_one]
      refine Matrix.ext fun i j => ?_
      simp
  have hr := reciprocity h hG
  rwa [Matrix.one_mul, Matrix.mul_one] at hr
```

## Antisymmetric time reversal and forbidden backscattering

Suppose \(V^T=sV\) for a number \(s\). Then

\[
(SV)^T = V^TS^T = s\,VS^T = s\,SV .
\]

```lean
/-- If the channel matrix of time reversal obeys `Vᵀ = s V`, then `S V` obeys the same
relation with the same `s`. -/
theorem transpose_inherited (h : IsTimeReversalInvariant U V H W)
    (hG : denominator H W E * G = 1) {s : ℂ} (hV : Vᵀ = s • V) :
    (scatteringMatrix W G * V)ᵀ = s • (scatteringMatrix W G * V) := by
  rw [Matrix.transpose_mul, hV, Matrix.smul_mul, reciprocity h hG]
```

For half-integer spin, time reversal squares to \(-1\) and \(V\) is antisymmetric, so \(s=-1\). Let \(\chi_a\) be the unit vector of channel \(a\). Its time reverse is \(V\chi_a\), and \((SV)_{aa}\) is the amplitude for an incoming wave \(V\chi_a\) to leave in channel \(a\). Antisymmetry gives

\[
(SV)_{aa} = -(SV)_{aa}, \qquad\text{hence}\qquad (SV)_{aa}=0 .
\]

The proof reads the matrix identity at the entry \((a,a)\) and solves this linear equation.

```lean
/-- When `V` is antisymmetric, the amplitude for scattering from the time reverse of a channel
back into that channel vanishes. -/
theorem no_backscattering (h : IsTimeReversalInvariant U V H W)
    (hG : denominator H W E * G = 1) (hV : Vᵀ = -V) (a : m) :
    (scatteringMatrix W G * V) a a = 0 := by
  have ht := transpose_inherited h hG (s := -1) (by rw [hV, neg_one_smul])
  have ha := congrFun (congrFun ht a) a
  simp only [Matrix.transpose_apply, Matrix.smul_apply, smul_eq_mul] at ha
  linear_combination ha / 2
```

A similar statement holds for an odd number of channels together. Select them by an injective map \(e\) from `k` to `m`, and set \(R_{ij}=(SV)_{e(i)\,e(j)}\). This matrix is antisymmetric of odd size \(|k|\), so

\[
\det R=\det R^T=\det(-R)=(-1)^{|k|}\det R=-\det R ,
\]

and \(\det R=0\). Some \(v\neq0\) then satisfies \(Rv=0\): the incoming wave \(\sum_j v_j V\chi_{e(j)}\) has zero outgoing amplitude in every selected channel. This wave is itself nonzero, since \(V\) is unitary. In the code, `submatrix e e` is \(R\), `hr` is its antisymmetry and `hd` is the determinant equation.

```lean
/-- When `V` is antisymmetric, for any odd number of channels some nonzero combination of their
time-reversed waves has no amplitude for scattering back into these channels. -/
theorem exists_unreflected_wave (h : IsTimeReversalInvariant U V H W)
    (hG : denominator H W E * G = 1) (hV : Vᵀ = -V) (e : k ↪ m)
    (hk : Odd (Fintype.card k)) :
    ∃ v : k → ℂ, v ≠ 0 ∧ (scatteringMatrix W G * V).submatrix e e *ᵥ v = 0 := by
  have ht := transpose_inherited h hG (s := -1) (by rw [hV, neg_one_smul])
  rw [neg_one_smul] at ht
  have hr : ((scatteringMatrix W G * V).submatrix e e)ᵀ =
      -((scatteringMatrix W G * V).submatrix e e) := by
    refine Matrix.ext fun i j => ?_
    exact congrFun (congrFun ht (e i)) (e j)
  -- an antisymmetric matrix of odd size is singular
  have hd := congrArg Matrix.det hr
  rw [Matrix.det_transpose, Matrix.det_neg, hk.neg_one_pow] at hd
  exact Matrix.exists_mulVec_eq_zero_iff.mpr (by linear_combination hd / 2)
```

## A spin-1/2 instance

Take two internal states and two channels with

\[
U=V=\begin{pmatrix}0&1\\-1&0\end{pmatrix},\quad H=1,\quad W=\begin{pmatrix}1&i\\i&1\end{pmatrix},\quad E=3 .
\]

Both \(UW^*\) and \(WV\) equal \(\begin{pmatrix}-i&1\\-1&i\end{pmatrix}\), and \(WW^\dagger=2\). Hence \(D=2+2i\) and \(G=(1-i)/4\), each times the identity. All the assumptions of the antisymmetric case are met by a coupling that mixes the spin states. Lean verifies the equations entry by entry, separating real and imaginary parts.

```lean
/-- A two-state system with `H = 1`, a spin-mixing coupling and `E = 3` is invariant under
time reversal with an antisymmetric matrix, and its propagator is `(1 - i)/4`. -/
theorem isTimeReversalInvariant_witness :
    IsTimeReversalInvariant (!![0, 1; -1, 0] : Matrix (Fin 2) (Fin 2) ℂ)
      (!![0, 1; -1, 0] : Matrix (Fin 2) (Fin 2) ℂ) 1 !![1, Complex.I; Complex.I, 1] ∧
    (!![0, 1; -1, 0] : Matrix (Fin 2) (Fin 2) ℂ)ᵀ = -!![0, 1; -1, 0] ∧
    denominator (1 : Matrix (Fin 2) (Fin 2) ℂ) !![1, Complex.I; Complex.I, 1] 3 *
      (((1 - Complex.I) / 4) • (1 : Matrix (Fin 2) (Fin 2) ℂ)) = 1 := by
  refine ⟨⟨?_, ?_, ?_, ?_, ?_⟩, ?_, ?_⟩ <;> refine Matrix.ext fun i j => ?_ <;>
    fin_cases i <;> fin_cases j <;> apply Complex.ext <;>
    simp [denominator, Matrix.mul_apply, Fin.sum_univ_two, Matrix.conjTranspose_apply] <;>
    norm_num [Matrix.vecMul, dotProduct, Fin.sum_univ_two, Matrix.conjTranspose_apply,
      Matrix.vecHead, Matrix.vecTail]
```

## Hermiticity alone does not make S symmetric

Two sites with imaginary hopping, each coupled to its own channel with \(W=1\), give at \(E=0\)

\[
H=\begin{pmatrix}0&-i\\i&0\end{pmatrix},\quad
D=\begin{pmatrix}i&i\\-i&i\end{pmatrix},\quad
G=\frac12\begin{pmatrix}-i&i\\-i&-i\end{pmatrix},\quad
S=\begin{pmatrix}0&1\\-1&0\end{pmatrix}.
\]

Here \(H\) is Hermitian, yet \(S^T=-S\neq S\). Time reversal is not broken, however: the invariance conditions hold with \(U=V=\mathrm{diag}(1,-1)\), and a change of phase on one site and its channel makes the hopping real. The symmetry of \(S\) thus depends on the phases chosen for the channels, whereas \(VS^T=SV\) takes them into account through \(V\).

```lean
/-- For two sites with imaginary hopping, each coupled to its own channel, the Hamiltonian is
Hermitian and the scattering matrix at `E = 0` is antisymmetric and nonzero. -/
theorem imaginary_hopping_example :
    (!![0, -Complex.I; Complex.I, 0] : Matrix (Fin 2) (Fin 2) ℂ)ᴴ =
      !![0, -Complex.I; Complex.I, 0] ∧
    denominator !![0, -Complex.I; Complex.I, 0] (1 : Matrix (Fin 2) (Fin 2) ℂ) 0 *
      !![-Complex.I / 2, Complex.I / 2; -Complex.I / 2, -Complex.I / 2] = 1 ∧
    scatteringMatrix (1 : Matrix (Fin 2) (Fin 2) ℂ)
      !![-Complex.I / 2, Complex.I / 2; -Complex.I / 2, -Complex.I / 2] =
        !![0, 1; -1, 0] := by
  refine ⟨?_, ?_, ?_⟩ <;> refine Matrix.ext fun i j => ?_ <;>
    fin_cases i <;> fin_cases j <;> apply Complex.ext <;>
    simp [denominator, scatteringMatrix, Matrix.mul_apply, Fin.sum_univ_two,
      Matrix.conjTranspose_apply] <;>
    norm_num

end

end TimeReversalScattering
```

```lean
#print axioms TimeReversalScattering.reciprocity
#print axioms TimeReversalScattering.no_backscattering
#print axioms TimeReversalScattering.exists_unreflected_wave
#print axioms TimeReversalScattering.imaginary_hopping_example
```

```
'TimeReversalScattering.reciprocity' depends on axioms: [propext, Classical.choice, Quot.sound]
'TimeReversalScattering.no_backscattering' depends on axioms: [propext, Classical.choice, Quot.sound]
'TimeReversalScattering.exists_unreflected_wave' depends on axioms: [propext, Classical.choice, Quot.sound]
'TimeReversalScattering.imaginary_hopping_example' depends on axioms: [propext, Classical.choice, Quot.sound]
```
